# The derivative of a polynomial of degree at most four with real coefficients

The theorem `derivative_quartic` states that the derivative of a₀ + a₁r + a₂r² + a₃r³ + a₄r⁴ is a₁ + 2a₂r + 3a₃r² + 4a₄r³. The result is again written with `quartic`, its fourth-degree coefficient being zero. The coefficients are arbitrary real numbers, a₄ may vanish, and the derivative is the formal one on real polynomials; no particular physical system is assumed. The attempt unfolds `quartic` and differentiates with `simp`, then leaves the remaining algebra to `ring`.

The failing Lean file:

```lean
import Mathlib

open Polynomial

namespace DerivativeQuartic

noncomputable section

/-- The polynomial `a₀ + a₁ r + a₂ r² + a₃ r³ + a₄ r⁴`. -/
def quartic (a₀ a₁ a₂ a₃ a₄ : ℝ) : ℝ[X] :=
  C a₀ + C a₁ * X + C a₂ * X ^ 2 + C a₃ * X ^ 3 + C a₄ * X ^ 4

/-- The derivative of a quartic, written through its coefficients. -/
theorem derivative_quartic (a₀ a₁ a₂ a₃ a₄ : ℝ) :
    derivative (quartic a₀ a₁ a₂ a₃ a₄) = quartic a₁ (2 * a₂) (3 * a₃) (4 * a₄) 0 := by
  simp [quartic]
  ring

end

end DerivativeQuartic
```

Compiling this gives:

```
Try this:
  [apply] ring_nf
  
  The `ring` tactic failed to close the goal. Use `ring_nf` to obtain a normal form.
    
  Note that `ring` works primarily in *commutative* rings. If you have a noncommutative ring, abelian group or module, consider using `noncomm_ring`, `abel` or `module` instead.
Main.lean:15:85: error: unsolved goals
a₀ a₁ a₂ a₃ a₄ : ℝ
⊢ C a₁ + C a₂ * X * 2 + X ^ 2 * C a₃ + X ^ 2 * C a₃ * C 2 + X ^ 3 * C a₄ + X ^ 3 * C a₄ * C 3 =
    C a₁ + C a₂ * X * C 2 + X ^ 2 * C a₃ * C 3 + X ^ 3 * C a₄ * C 4
```

The "Try this" message says that `ring` did not close the goal and suggests `ring_nf`; the error shows the equation left over. Its hint about noncommutative rings does not apply, since `ℝ[X]` is commutative.

The two sides are equal, but they write numbers in two ways: as numerals, such as `2`, and as constant polynomials, such as `C 2`. `ring` treats `C 2`, `C 3` and `C 4` as unknown quantities. It therefore cannot match `C a₂ * X * 2` with `C a₂ * X * C 2`, nor see that 1 + `C 2` is `C 3` or that 1 + `C 3` is `C 4`.

The new facts `h2`, `h3` and `h4` use `map_ofNat` to identify these constant polynomials with the numerals 2, 3 and 4. The added `simp only [h2, h3, h4]` rewrites them in the goal, and `ring` can then do the arithmetic. The added comment only describes this step.

Lean accepts the file once it reads:

```diff
@@ -14,5 +14,10 @@
 theorem derivative_quartic (a₀ a₁ a₂ a₃ a₄ : ℝ) :
     derivative (quartic a₀ a₁ a₂ a₃ a₄) = quartic a₁ (2 * a₂) (3 * a₃) (4 * a₄) 0 := by
+  have h2 : (C (2 : ℝ) : ℝ[X]) = 2 := map_ofNat C 2
+  have h3 : (C (3 : ℝ) : ℝ[X]) = 3 := map_ofNat C 3
+  have h4 : (C (4 : ℝ) : ℝ[X]) = 4 := map_ofNat C 4
   simp [quartic]
+  -- constant polynomials become numerals
+  simp only [h2, h3, h4]
   ring
 
```
